# Exchange energy of the uniform electron gas with Yukawa repulsion, and its Dirac limit

The exchange energy is defined here as an integral over momentum transfer in the infinite gas, and not as an expectation value in a Slater determinant for a finite box. The passage from determinant to integral is given below in ordinary mathematics; the formal development starts from the integral. The gas is unpolarised and at zero temperature, its orbitals are plane waves filled up to the Fermi wave number $k_F$, and the electrons repel through $e^{-\lambda r}/r$ in atomic units, with inverse range $\lambda>0$.

For this model the exchange energy per electron has a closed form in $k_F$ and the reduced screening $a=\lambda/(2k_F)$. It tends to Dirac's value $-3k_F/(4\pi)$ as $\lambda\to0^+$. In density functional theory such a formula supplies a local-density exchange energy for a Yukawa-screened interaction, with the unpolarised uniform gas as reference. Direct electrostatic energy and correlation are not treated.

In Lean 4 with Mathlib:

```lean
import Mathlib

open Real Filter Topology

namespace YukawaExchange

noncomputable section
```

## From overlapping Fermi spheres to a radial integral

Exchange couples occupied orbitals of equal spin. For momentum transfer $q$, both $\mathbf k$ and $\mathbf k+\mathbf q$ must lie in the Fermi sphere, so $\mathbf k$ lies in the intersection of two spheres of radius $k_F$ whose centres are $q$ apart. In units of $k_F$ the separation is $2x$, with $x=q/(2k_F)$. The midplane cuts the intersection into two equal caps, each made of discs of area $\pi(1-t^2)$ with $t$ running from $x$ to $1$. As a fraction of the sphere's volume, the overlap is

$$O(x)=\frac{2\int_x^1\pi(1-t^2)\,dt}{4\pi/3},\qquad 0\le x\le1.$$

```lean
/-- Common volume of two unit spheres whose centres are `2 * x` apart (`0 ≤ x ≤ 1`), as a fraction
of the volume of one sphere: two caps, each sliced into discs of area `π (1 - t²)`. -/
def fermiOverlap (x : ℝ) : ℝ :=
  (2 * ∫ t in x..1, π * (1 - t ^ 2)) / (4 * π / 3)
```

The interaction enters through its Fourier transform. The angular integration leaves

$$v(q)=\frac{4\pi}{q}\int_0^\infty e^{-\lambda r}\sin(qr)\,dr=\frac{4\pi}{q^2+\lambda^2}.$$

The file takes the right-hand side as the definition, with `lam` for $\lambda$.

```lean
/-- Fourier transform of the Yukawa repulsion `exp (-lam r) / r` at wave number `q`. -/
def yukawaFourier (lam q : ℝ) : ℝ := 4 * π / (q ^ 2 + lam ^ 2)
```

For $N$ electrons in a volume $V$, the determinant gives

$$E_x=-\frac{1}{2V}\sum_\sigma\sum_{\mathbf k,\mathbf k'\ \mathrm{occ}}v(|\mathbf k-\mathbf k'|).$$

At fixed $\mathbf q=\mathbf k'-\mathbf k$, each spin contributes $(N/2)\,O(q/2k_F)$ pairs in a large volume, and the two spins together contribute $N\,O(q/2k_F)$. Replacing $\sum_{\mathbf q}$ by $V\int d^3q/(2\pi)^3$ and dividing by $N$ gives

$$\varepsilon_x(k_F,\lambda)=-\frac12\int_0^{2k_F}\frac{4\pi q^2}{(2\pi)^3}\,v(q)\,O\!\left(\frac{q}{2k_F}\right)dq.$$

The upper limit is $2k_F$ because the spheres no longer overlap beyond it.

```lean
/-- Exchange energy per electron (atomic units) of the unpolarised uniform gas with Fermi wave
number `kF` and Yukawa repulsion, as a radial integral over the momentum transfer `q`. -/
def exchangeEnergy (kF lam : ℝ) : ℝ :=
  -(1 / 2) * ∫ q in (0 : ℝ)..(2 * kF),
    4 * π * q ^ 2 / (2 * π) ^ 3 * yukawaFourier lam q * fermiOverlap (q / (2 * kF))
```

The dependence on screening will be carried by one dimensionless function,

$$G(a)=\int_0^1\frac{x^2\left(1-\tfrac{3x}{2}+\tfrac{x^3}{2}\right)}{x^2+a^2}\,dx.$$

```lean
/-- The dimensionless exchange integral at reduced screening `a`. -/
def screeningIntegral (a : ℝ) : ℝ :=
  ∫ x in (0 : ℝ)..1, x ^ 2 * (1 - 3 * x / 2 + x ^ 3 / 2) / (x ^ 2 + a ^ 2)
```

## The overlap polynomial

Integrating the discs gives

$$O(x)=\frac32\left[t-\frac{t^3}{3}\right]_x^1=\frac32\left(\frac23-x+\frac{x^3}{3}\right)=1-\frac{3x}{2}+\frac{x^3}{2}.$$

```lean
/-- The cap integral `fermiOverlap x` equals a cubic polynomial for every real `x`; it is the
overlap fraction of two displaced Fermi spheres when `0 ≤ x ≤ 1`. -/
theorem fermiOverlap_eq (x : ℝ) : fermiOverlap x = 1 - 3 * x / 2 + x ^ 3 / 2 := by
  have hd : ∀ t : ℝ, HasDerivAt (fun t : ℝ => π * (t - t ^ 3 / 3)) (π * (1 - t ^ 2)) t := by
    intro t
    have p3 : HasDerivAt (fun t : ℝ => t ^ 3) (3 * t ^ 2) t := by
      simpa using hasDerivAt_pow 3 t
    exact (((hasDerivAt_id' t).fun_sub (p3.div_const 3)).const_mul π).congr_deriv (by ring)
  have hc : Continuous fun t : ℝ => π * (1 - t ^ 2) := by fun_prop
  rw [fermiOverlap, intervalIntegral.integral_eq_sub_of_hasDerivAt (fun t _ => hd t)
    (hc.intervalIntegrable _ _)]
  have hpi := Real.pi_ne_zero
  field_simp
  ring
```

Here `hd` verifies the antiderivative $\pi(t-t^3/3)$, and the fundamental theorem of calculus evaluates the integral. The identity is stated for every real $x$, since the interval integral is oriented; its reading as an overlap needs $0\le x\le1$.

## The closed form of the screened integral

The logarithm will be needed in two forms. For $a>0$,

$$\log\left(1+\frac1{a^2}\right)=\log\frac{1+a^2}{a^2}=\log(1+a^2)-2\log a.$$

```lean
/-- For `a > 0`, `log (1 + 1 / a²)` splits into the regular part `log (1 + a²)` and `-2 log a`. -/
theorem log_screening {a : ℝ} (ha : 0 < a) :
    Real.log (1 + 1 / a ^ 2) = Real.log (1 + a ^ 2) - 2 * Real.log a := by
  have e : 1 + 1 / a ^ 2 = (1 + a ^ 2) / a ^ 2 := by
    field_simp
    ring
  have h2 : Real.log (a ^ 2) = 2 * Real.log a := by simp [Real.log_pow]
  rw [e, Real.log_div (by positivity) (by positivity), h2]
```

Polynomial division turns the integrand of $G$ into

$$1-\frac{3x}{2}+\frac{x^3}{2}-\frac{a^2x}{2}-\frac{a^2}{x^2+a^2}+\frac{a^2(3+a^2)}{2}\,\frac{x}{x^2+a^2}.$$

Integrating term by term gives the antiderivative

$$F(x)=x-\frac{3x^2}{4}+\frac{x^4}{8}-\frac{a^2x^2}{4}-a\arctan\frac xa+\frac{a^2(3+a^2)}{4}\log(x^2+a^2).$$

The polynomial terms of $F(1)-F(0)$ give $1-\tfrac34+\tfrac18-\tfrac{a^2}4=\tfrac38-\tfrac{a^2}4$, and the two logarithms combine, so that

$$G(a)=\frac38-\frac{a^2}{4}-a\arctan\frac1a+\frac{a^2(3+a^2)}{4}\log\left(1+\frac1{a^2}\right).$$

```lean
/-- Closed form of the dimensionless Yukawa exchange integral. -/
theorem screeningIntegral_eq {a : ℝ} (ha : 0 < a) :
    screeningIntegral a = 3 / 8 - a ^ 2 / 4 - a * Real.arctan (1 / a)
      + a ^ 2 * (3 + a ^ 2) / 4 * Real.log (1 + 1 / a ^ 2) := by
  -- an explicit antiderivative of the integrand
  have hF : ∀ x : ℝ, HasDerivAt (fun y : ℝ => y - 3 / 4 * y ^ 2 + 1 / 8 * y ^ 4
      - a ^ 2 / 4 * y ^ 2 - a * Real.arctan (y / a)
      + a ^ 2 * (3 + a ^ 2) / 4 * Real.log (y ^ 2 + a ^ 2))
      (x ^ 2 * (1 - 3 * x / 2 + x ^ 3 / 2) / (x ^ 2 + a ^ 2)) x := by
    intro x
    have hx : x ^ 2 + a ^ 2 ≠ 0 := by positivity
    have p2 : HasDerivAt (fun y : ℝ => y ^ 2) (2 * x) x := by
      simpa using hasDerivAt_pow 2 x
    have p4 : HasDerivAt (fun y : ℝ => y ^ 4) (4 * x ^ 3) x := by
      simpa using hasDerivAt_pow 4 x
    have e : 1 / (1 + (x / a) ^ 2) * (1 / a) = a / (x ^ 2 + a ^ 2) := by
      have e1 : 1 + (x / a) ^ 2 = (x ^ 2 + a ^ 2) / a ^ 2 := by
        field_simp
        ring
      rw [e1]
      field_simp
    have h1 : HasDerivAt (fun y : ℝ => Real.arctan (y / a)) (a / (x ^ 2 + a ^ 2)) x :=
      (((hasDerivAt_id' x).div_const a).arctan).congr_deriv e
    have h2 : HasDerivAt (fun y : ℝ => Real.log (y ^ 2 + a ^ 2)) (2 * x / (x ^ 2 + a ^ 2)) x :=
      (p2.add_const (a ^ 2)).log hx
    refine ((((((hasDerivAt_id' x).fun_sub (p2.const_mul (3 / 4))).fun_add
      (p4.const_mul (1 / 8))).fun_sub (p2.const_mul (a ^ 2 / 4))).fun_sub
      (h1.const_mul a)).fun_add (h2.const_mul (a ^ 2 * (3 + a ^ 2) / 4))).congr_deriv ?_
    field_simp
    ring
  have hc : Continuous fun x : ℝ =>
      x ^ 2 * (1 - 3 * x / 2 + x ^ 3 / 2) / (x ^ 2 + a ^ 2) :=
    Continuous.div (by fun_prop) (by fun_prop) (fun x => by positivity)
  have h2 : Real.log (a ^ 2) = 2 * Real.log a := by simp [Real.log_pow]
  rw [screeningIntegral, intervalIntegral.integral_eq_sub_of_hasDerivAt (fun x _ => hF x)
    (hc.intervalIntegrable _ _), log_screening ha]
  simp only [zero_div, Real.arctan_zero, one_pow, ne_eq, OfNat.ofNat_ne_zero,
    not_false_eq_true, zero_pow, zero_add, mul_zero, h2]
  ring
```

The proof runs the calculation in the opposite direction. It differentiates $F$ in `hF`, with `h1` for the arctangent and `h2` for the logarithm, and checks that the result is the integrand. Continuity of the integrand, `hc`, follows from $x^2+a^2>0$ and makes it integrable.

## Weak screening

From the closed form and $\arctan(1/a)=\pi/2-\arctan a$, for $a>0$,

$$\frac{3/8-G(a)}{a}=\frac a4+\frac\pi2-\arctan a-\frac{3+a^2}{4}\left(a\log(1+a^2)-2a\log a\right).$$

Since $a\log a\to0$, the right-hand side tends to $\pi/2$ as $a\to0^+$.

```lean
/-- As `a` tends to zero from above, the drop of the dimensionless exchange integral below `3/8`,
divided by `a`, tends to `π/2`. -/
theorem screeningIntegral_slope :
    Tendsto (fun a => (3 / 8 - screeningIntegral a) / a) (𝓝[>] 0) (𝓝 (π / 2)) := by
  -- a continuous `g` with `g 0 = π / 2` that agrees with the quotient for `a > 0` is enough
  have key : ∀ g : ℝ → ℝ, Continuous g → g 0 = π / 2 →
      (∀ a : ℝ, 0 < a → g a = (3 / 8 - screeningIntegral a) / a) →
      Tendsto (fun a => (3 / 8 - screeningIntegral a) / a) (𝓝[>] 0) (𝓝 (π / 2)) := by
    intro g hg h0 h
    rw [← h0]
    refine ((hg.tendsto 0).mono_left nhdsWithin_le_nhds).congr' ?_
    filter_upwards [self_mem_nhdsWithin] with a ha
    exact h a ha
  have h1 : Continuous fun a : ℝ => a * Real.log (1 + a ^ 2) :=
    continuous_id.mul (Continuous.log (by fun_prop) (fun a => by positivity))
  have h3 : Continuous fun a : ℝ => (3 + a ^ 2) / 4 := by fun_prop
  refine key (fun a => a / 4 + (π / 2 - Real.arctan a)
    - (3 + a ^ 2) / 4 * (a * Real.log (1 + a ^ 2) - 2 * (a * Real.log a))) ?_ ?_ ?_
  · exact ((continuous_id.div_const 4).add (continuous_const.sub Real.continuous_arctan)).sub
      (h3.mul (h1.sub (continuous_const.mul Real.continuous_mul_log)))
  · simp
  · intro a ha
    have hA : Real.arctan (1 / a) = π / 2 - Real.arctan a := by
      rw [one_div]
      exact Real.arctan_inv_of_pos ha
    rw [screeningIntegral_eq ha, hA, log_screening ha, eq_div_iff ha.ne']
    ring
```

The filter `𝓝[>] 0` expresses approach to zero through positive values. The auxiliary statement `key` reduces the limit to finding a continuous function that agrees with the quotient for $a>0$ and equals $\pi/2$ at zero. The right-hand side above is that function. Its delicate term is covered by `Real.continuous_mul_log`, the continuity of $a\log a$ on the whole real line; at $a=0$ the factor $a$ makes the product zero, whatever value Mathlib assigns to $\log0$. The last three bullets check continuity, the value at zero and the agreement.

Multiplying the quotient by $a$ gives the limit of $G$ itself:

$$G(a)=\frac38-a\cdot\frac{3/8-G(a)}{a}\longrightarrow\frac38-0\cdot\frac\pi2=\frac38.$$

```lean
/-- The dimensionless exchange integral tends to `3/8` when the screening is removed. -/
theorem screeningIntegral_tendsto :
    Tendsto screeningIntegral (𝓝[>] 0) (𝓝 (3 / 8)) := by
  have h0 : Tendsto (fun a : ℝ => a) (𝓝[>] 0) (𝓝 0) := tendsto_id.mono_left nhdsWithin_le_nhds
  have h := (h0.mul screeningIntegral_slope).const_sub (3 / 8)
  rw [zero_mul, sub_zero] at h
  refine h.congr' ?_
  filter_upwards [self_mem_nhdsWithin] with a ha
  have ha' : a ≠ 0 := ne_of_gt ha
  field_simp
  ring
```

## Scaling out the Fermi wave number

Substitute $q=2k_Fx$, so that $dq=2k_F\,dx$. The prefactors combine to

$$\frac{4\pi q^2}{(2\pi)^3}\cdot\frac{4\pi}{q^2+\lambda^2}=\frac2\pi\,\frac{q^2}{q^2+\lambda^2}=\frac2\pi\,\frac{x^2}{x^2+a^2},\qquad a=\frac{\lambda}{2k_F}.$$

With the overlap polynomial this yields

$$\varepsilon_x(k_F,\lambda)=-\frac12\cdot2k_F\cdot\frac2\pi\,G(a)=-\frac{2k_F}{\pi}\,G\!\left(\frac{\lambda}{2k_F}\right).$$

```lean
/-- The exchange energy is `-2 kF / π` times the dimensionless integral at `a = lam / (2 kF)`. -/
theorem exchangeEnergy_scaling {kF lam : ℝ} (hk : 0 < kF) (hl : 0 < lam) :
    exchangeEnergy kF lam = -(2 * kF / π) * screeningIntegral (lam / (2 * kF)) := by
  have hc : 2 * kF ≠ 0 := by positivity
  have hpi := Real.pi_ne_zero
  -- substitute `q = 2 kF x`
  have sub : ∀ f : ℝ → ℝ, ∫ q in (0 : ℝ)..(2 * kF), f q
      = 2 * kF * ∫ x in (0 : ℝ)..1, f (2 * kF * x) := by
    intro f
    rw [intervalIntegral.integral_comp_mul_left f hc, mul_zero, mul_one, smul_eq_mul,
      mul_inv_cancel_left₀ hc]
  have hI : ∫ x in (0 : ℝ)..1, 4 * π * (2 * kF * x) ^ 2 / (2 * π) ^ 3
      * yukawaFourier lam (2 * kF * x) * fermiOverlap (2 * kF * x / (2 * kF))
      = 2 / π * screeningIntegral (lam / (2 * kF)) := by
    rw [screeningIntegral, ← intervalIntegral.integral_const_mul]
    apply intervalIntegral.integral_congr
    intro x _
    have hx : 2 * kF * x / (2 * kF) = x := by field_simp
    have hD : (2 * kF * x) ^ 2 + lam ^ 2 ≠ 0 := by positivity
    have hden : x ^ 2 + (lam / (2 * kF)) ^ 2
        = ((2 * kF * x) ^ 2 + lam ^ 2) / (2 * kF) ^ 2 := by
      field_simp
    simp only [hx, fermiOverlap_eq, yukawaFourier]
    rw [hden]
    generalize (2 * kF * x) ^ 2 + lam ^ 2 = D at hD ⊢
    field
  rw [exchangeEnergy, sub, hI]
  ring
```

In the proof, `sub` is the change of variable and `hI` is the comparison of integrands, where `fermiOverlap_eq` replaces the cap integral by its polynomial. The hypotheses `hk` and `hl` say that the density and the inverse range are positive.

Setting $\lambda=2ak_F$ and inserting the closed form of $G$ gives the energy explicitly:

$$\varepsilon_x(k_F,2ak_F)=-\frac{2k_F}{\pi}\left[\frac38-\frac{a^2}{4}-a\arctan\frac1a+\frac{a^2(3+a^2)}{4}\log\left(1+\frac1{a^2}\right)\right].$$

```lean
/-- Exchange energy per electron of the uniform gas with Yukawa repulsion of inverse range
`2 a kF`, in closed form. -/
theorem exchangeEnergy_eq {kF a : ℝ} (hk : 0 < kF) (ha : 0 < a) :
    exchangeEnergy kF (2 * a * kF) = -(2 * kF / π) *
      (3 / 8 - a ^ 2 / 4 - a * Real.arctan (1 / a)
        + a ^ 2 * (3 + a ^ 2) / 4 * Real.log (1 + 1 / a ^ 2)) := by
  have e : 2 * a * kF / (2 * kF) = a := by field_simp
  rw [exchangeEnergy_scaling hk (by positivity), e, screeningIntegral_eq ha]
```

## Dirac exchange and the first correction

Removing the screening at fixed density means letting $\lambda\to0^+$ with $k_F>0$ held constant. Then $a=\lambda/(2k_F)$ also tends to zero and stays positive, which is what the one-sided limits of $G$ require.

```lean
/-- At fixed density, the reduced screening tends to zero from above with the inverse range. -/
theorem reduced_tendsto {kF : ℝ} (hk : 0 < kF) :
    Tendsto (fun l : ℝ => l / (2 * kF)) (𝓝[>] 0) (𝓝[>] 0) := by
  have hc : Continuous fun l : ℝ => l / (2 * kF) := continuous_id.div_const _
  have h := hc.tendsto 0
  simp only [zero_div] at h
  refine tendsto_nhdsWithin_iff.mpr ⟨h.mono_left nhdsWithin_le_nhds, ?_⟩
  filter_upwards [self_mem_nhdsWithin] with l hl
  have hl' : (0 : ℝ) < l := hl
  have hq : 0 < l / (2 * kF) := by positivity
  exact hq
```

The energy therefore tends to

$$-\frac{2k_F}{\pi}\cdot\frac38=-\frac{3k_F}{4\pi},$$

which is the Dirac exchange energy per electron for the Coulomb interaction.

```lean
/-- As the screening is removed, the exchange energy per electron tends to the Dirac value
`-3 kF / (4 π)`. -/
theorem exchangeEnergy_tendsto_dirac {kF : ℝ} (hk : 0 < kF) :
    Tendsto (exchangeEnergy kF) (𝓝[>] 0) (𝓝 (-(3 * kF / (4 * π)))) := by
  rw [show -(3 * kF / (4 * π)) = -(2 * kF / π) * (3 / 8) by ring]
  refine ((screeningIntegral_tendsto.comp (reduced_tendsto hk)).const_mul _).congr' ?_
  filter_upwards [self_mem_nhdsWithin] with l hl
  exact (exchangeEnergy_scaling hk hl).symm
```

The proof composes the limit of $G$ with the previous lemma, multiplies by the constant $-2k_F/\pi$, and uses the scaling relation to recognise the energy for every positive $\lambda$. The theorem concerns the limit from above and does not evaluate the integral at $\lambda=0$.

For the leading correction, use $\lambda=2k_Fa$:

$$\frac{\varepsilon_x(k_F,\lambda)+3k_F/(4\pi)}{\lambda}=\frac{2k_F}{\pi\lambda}\left(\frac38-G(a)\right)=\frac1\pi\,\frac{3/8-G(a)}{a}\longrightarrow\frac1\pi\cdot\frac\pi2=\frac12.$$

Weak screening thus raises the exchange energy per electron by $\lambda/2$ to first order, and $k_F$ has dropped out of the coefficient. The limit is taken separately at each density; no uniform bound on the remainder is given.

```lean
/-- The first correction to Dirac exchange is `lam / 2` per electron, at every density. -/
theorem exchangeEnergy_linear_correction {kF : ℝ} (hk : 0 < kF) :
    Tendsto (fun l => (exchangeEnergy kF l + 3 * kF / (4 * π)) / l) (𝓝[>] 0) (𝓝 (1 / 2)) := by
  have hpi := Real.pi_ne_zero
  have h : Tendsto (fun l : ℝ => 1 / π *
      ((3 / 8 - screeningIntegral (l / (2 * kF))) / (l / (2 * kF)))) (𝓝[>] 0)
      (𝓝 (1 / π * (π / 2))) :=
    (screeningIntegral_slope.comp (reduced_tendsto hk)).const_mul _
  rw [show 1 / π * (π / 2) = 1 / 2 by field_simp] at h
  refine h.congr' ?_
  filter_upwards [self_mem_nhdsWithin] with l hl
  have hl' : l ≠ 0 := ne_of_gt hl
  rw [exchangeEnergy_scaling hk hl]
  generalize screeningIntegral (l / (2 * kF)) = g
  field

end

end YukawaExchange
```

The hypothesis `h` is the slope of $G$ composed with $a=\lambda/(2k_F)$ and multiplied by $1/\pi$. The remaining steps identify that expression with the energy quotient for $\lambda>0$.

```lean
#print axioms YukawaExchange.exchangeEnergy_eq
-- 'YukawaExchange.exchangeEnergy_eq' depends on axioms: [propext, Classical.choice, Quot.sound]
#print axioms YukawaExchange.exchangeEnergy_tendsto_dirac
-- 'YukawaExchange.exchangeEnergy_tendsto_dirac' depends on axioms: [propext, Classical.choice, Quot.sound]
#print axioms YukawaExchange.exchangeEnergy_linear_correction
-- 'YukawaExchange.exchangeEnergy_linear_correction' depends on axioms: [propext, Classical.choice, Quot.sound]
```
